# Lattice angular momentum on a ring: no coupling out of a set of waves, unit coupling of the real k = n orbitals for N = 4n

## Waves and operators on N sites

Take a ring of N ≥ 1 sites, labelled by j modulo N, with one basis function per site. A one-electron state is a complex function ψ(j). Put ω = exp(2πi/N). The waves are

φ_k(j) = ω^(jk) / √N,

where the wave number k is also counted modulo N. The inner product is ⟨χ|ψ⟩ = Σ_j χ(j)* ψ(j). Three operators are needed:

(Tψ)(j) = ψ(j + 1),

L = (T − T⁻¹) / (2i),

(Pψ)(j) = ω^j ψ(j).

T is the shift by one site. L is a lattice form of angular momentum: for functions that vary slowly from site to site it approaches −i times the derivative along the ring, in units of the site spacing. P is the in-plane position x + iy on a ring of radius 1.

There are two results about L. It has no matrix element between a combination of waves from a set S and any state orthogonal to all the waves in S. For N = 4n with n ≥ 1, it couples the real cosine and sine orbitals of k = n with modulus 1.

In the ipsocentric description of ring currents, each point is the gauge origin for the current at that point. For non-interacting electrons, matrix elements of angular momentum between filled and empty orbitals then feed the paratropic part of the current. Those of linear momentum, tied to position through the commutator with the Hamiltonian, feed the diatropic part. Here L is the lattice stand-in for angular momentum.

## Selection rules for the waves

Complex conjugation reverses the phase, so φ_k* = φ_(−k). Therefore

⟨φ_k|φ_l⟩ = (1/N) Σ_j ω^(j(l−k)).

If k = l, every term is 1 and the result is 1. Otherwise q = ω^(l−k) satisfies q ≠ 1 and q^N = 1, and the geometric sum (q^N − 1)/(q − 1) vanishes. The waves are orthonormal.

Position raises the wave number by one:

ω^j φ_k(j) = ω^(j(k+1)) / √N = φ_(k+1)(j).

The shift gives Tφ_k = ω^k φ_k, hence T⁻¹φ_k = ω^(−k) φ_k, and

Lφ_k = [(ω^k − ω^(−k)) / (2i)] φ_k = sin(2πk/N) φ_k.

Now let ψ = Σ_(k∈S) a_k φ_k, and let χ be orthogonal to every φ_k with k in S. Then

⟨χ|Lψ⟩ = Σ_(k∈S) a_k sin(2πk/N) ⟨χ|φ_k⟩ = 0.

For N = 4n + 2, choose S to be the waves with |k| ≤ n. With the hopping Hamiltonian −(T + T⁻¹), the energy of φ_k is −2cos(2πk/N). This is negative for |k| ≤ n and positive for the remaining waves, so with one electron per site the 4n + 2 electrons fill the 2n + 1 waves of S in pairs. S is then the closed shell, and L does not connect it to the empty orbitals. Position does connect them, since it takes φ_n to φ_(n+1).

## The real pair at k = n

For N = 4n the same energy formula gives zero at k = n and k = −n. Real orbitals for such a pair are

c_k = √2 Re φ_k = (φ_k + φ_(−k)) / √2,

s_k = √2 Im φ_k = −i(φ_k − φ_(−k)) / √2.

When k ≠ −k modulo N, orthonormality of the waves gives

⟨c_k|c_k⟩ = (1 + 1)/2 = 1,

⟨s_k|s_k⟩ = (1 + 1)/2 = 1,

⟨s_k|c_k⟩ = (i/2)(1 − 1) = 0.

The eigenvalues of L at k and −k have opposite signs, so

Lc_k = sin(2πk/N) (φ_k − φ_(−k)) / √2 = i sin(2πk/N) s_k.

Set N = 4n and k = n. The wave numbers n and −n differ, because 0 < 2n < 4n means that 2n is not a multiple of N. The angle 2πn/N is π/2, its sine is 1, and

⟨s_n|Lc_n⟩ = i.

If c_n is filled and s_n is empty, L therefore connects a filled orbital to an empty one. Uniform hopping leaves the two orbitals degenerate and does not select this filling; a lower site energy on the even sites, where c_n is non-zero, would do so. This does not conflict with the selection rule for waves: c_n mixes φ_n and φ_(−n), and a set S containing both also has s_n in its span.

## States and operators in Lean

Sites and wave numbers are both elements of `ZMod N`, so the periodic boundary condition is built into the arithmetic. The assumption `NeZero N` says that the ring has at least one site.

```lean
import Mathlib

open Matrix
open scoped Real

namespace RingCurrent

noncomputable section

variable {N : ℕ} [NeZero N]
```

The function `ZMod.stdAddChar` sends j to exp(2πij/N), so `ZMod.stdAddChar (j * k)` is ω^(jk). Dividing by √N gives the normalised wave. The local symbol `r₂` is the factor 1/√2 of the real orbitals, regarded as a complex number.

```lean
/-- The complex number `1/√2`, written `√2/2`. -/
local notation "r₂" => ((√2 / 2 : ℝ) : ℂ)

/-- The wave `φ_k(j) = ω^(jk) / √N` on a ring of `N ≥ 1` sites, with `ω = exp(2πi/N)`. -/
def orbital (k : ZMod N) : ZMod N → ℂ :=
  fun j => ZMod.stdAddChar (j * k) / ((√(N : ℝ) : ℝ) : ℂ)
```

The shift is defined as a linear equivalence, an invertible linear map. Its `symm` is therefore the true inverse T⁻¹.

```lean
/-- The shift by one site, `(T ψ)(j) = ψ(j + 1)`. -/
def shift (N : ℕ) : (ZMod N → ℂ) ≃ₗ[ℂ] (ZMod N → ℂ) :=
  LinearEquiv.funCongrLeft ℂ ℂ (Equiv.addRight 1)
```

The angular momentum is built from those two maps with the factor 1/(2i). It is dimensionless: for slowly varying functions the angular momentum about the axis of the ring is approximately ħN/(2π) times L, and that factor is left out.

```lean
/-- The lattice angular momentum `L = (T - T⁻¹) / (2i)`. -/
def angular (N : ℕ) : (ZMod N → ℂ) →ₗ[ℂ] (ZMod N → ℂ) :=
  (1 / (2 * Complex.I)) • ((shift N).toLinearMap - (shift N).symm.toLinearMap)
```

Position is multiplication by the phase of each site.

```lean
/-- The position operator of the ring, multiplication by `ω^j`. -/
def position (N : ℕ) [NeZero N] : (ZMod N → ℂ) →ₗ[ℂ] (ZMod N → ℂ) :=
  LinearMap.mulLeft ℂ (fun j : ZMod N => (ZMod.stdAddChar j : ℂ))
```

The real orbitals take real values but are stored as complex functions, so that L can act on them.

```lean
/-- The real cosine orbital, `√2` times the real part of `φ_k`. -/
def cosOrbital (k : ZMod N) : ZMod N → ℂ := fun j => ((√2 * (orbital k j).re : ℝ) : ℂ)

/-- The real sine orbital, `√2` times the imaginary part of `φ_k`. -/
def sinOrbital (k : ZMod N) : ZMod N → ℂ := fun j => ((√2 * (orbital k j).im : ℝ) : ℂ)
```

The factor √2 normalises them when k ≠ −k. For k = −k the wave is already real, so the cosine orbital has squared norm 2 and the sine orbital is zero.

## Orthonormality and the action of position and L

In Lean, `star` is complex conjugation at each site and `⬝ᵥ` is the sum over sites of a product. Thus `star χ ⬝ᵥ ψ` is ⟨χ|ψ⟩. The first lemma gives φ_k* = φ_(−k), from the fact that the inverse of a phase is its conjugate.

```lean
/-- Complex conjugation reverses the wave number. -/
theorem conj_orbital (k : ZMod N) : star (orbital k) = orbital (-k) := by
  ext j
  have hc : (ZMod.stdAddChar (-(j * k)) : ℂ) = starRingEnd ℂ (ZMod.stdAddChar (j * k)) := by
    rw [ZMod.stdAddChar_apply, ZMod.stdAddChar_apply, AddChar.map_neg_eq_inv,
      Circle.coe_inv_eq_conj]
  simp only [orbital, Pi.star_apply, mul_neg, hc, Complex.star_def, map_div₀,
    Complex.conj_ofReal]
```

Orthonormality follows the character sum above. The step `hterm` combines the two phases into ω^(j(l−k))/N, and `AddChar.sum_mulShift` evaluates the sum as N or 0. The final case split separates k = l from k ≠ l.

```lean
/-- The waves `φ_k` are orthonormal. -/
theorem orbital_orthonormal (k l : ZMod N) :
    star (orbital k) ⬝ᵥ orbital l = if k = l then 1 else 0 := by
  have hterm : ∀ j, orbital (-k) j * orbital l j
      = ZMod.stdAddChar (j * (l - k)) / (N : ℂ) := by
    intro j
    simp only [orbital]
    rw [show j * (l - k) = j * (-k) + j * l by ring, AddChar.map_add_eq_mul,
      div_mul_div_comm, ← Complex.ofReal_mul, Real.mul_self_sqrt (Nat.cast_nonneg N),
      Complex.ofReal_natCast]
  rw [conj_orbital]
  simp only [dotProduct, hterm]
  -- the sum of a non-trivial character over the ring vanishes
  rw [← Finset.sum_div, AddChar.sum_mulShift _ (ZMod.isPrimitive_stdAddChar N), ZMod.card]
  rcases eq_or_ne k l with rfl | h
  · simp [NeZero.ne N]
  · simp [sub_eq_zero, h, h.symm]
```

The position rule is the addition of exponents, jk + j = j(k + 1). It holds around the whole ring, with N − 1 followed by 0.

```lean
/-- The position operator raises the wave number by one. -/
theorem position_orbital (k : ZMod N) : position N (orbital k) = orbital (k + 1) := by
  ext j
  change ZMod.stdAddChar j * (ZMod.stdAddChar (j * k) / ((√(N : ℝ) : ℝ) : ℂ))
    = ZMod.stdAddChar (j * (k + 1)) / ((√(N : ℝ) : ℝ) : ℂ)
  rw [mul_add, mul_one, AddChar.map_add_eq_mul]
  ring
```

For the eigenvalue of L, the wave number is given as an integer k, because the sine needs a number and not a residue class. The steps `hT` and `hS` find the phases produced by T and T⁻¹. Then `hp` and `hm` write these phases as exponentials, and the last lines recognise their difference over 2i as the sine.

```lean
/-- Each `φ_k` is an eigenvector of `L` with eigenvalue `sin(2πk/N)`. -/
theorem angular_orbital (k : ℤ) : angular N (orbital k) =
    ((Real.sin (2 * π * k / N) : ℝ) : ℂ) • orbital (k : ZMod N) := by
  -- the shift multiplies a wave by a phase, its inverse by the opposite phase
  have hs : ∀ (ψ : ZMod N → ℂ) (j : ZMod N), shift N ψ j = ψ (j + 1) := by
    intro ψ j
    simp only [shift, LinearEquiv.funCongrLeft_apply, LinearMap.funLeft_apply,
      Equiv.coe_addRight]
  have hT : ∀ q : ZMod N, shift N (orbital q) = (ZMod.stdAddChar q : ℂ) • orbital q := by
    intro q
    ext j
    rw [hs, Pi.smul_apply, smul_eq_mul]
    simp only [orbital]
    rw [add_mul, one_mul, AddChar.map_add_eq_mul]
    ring
  have hS : ∀ q : ZMod N,
      (shift N).symm (orbital q) = (ZMod.stdAddChar (-q) : ℂ) • orbital q := by
    intro q
    rw [LinearEquiv.symm_apply_eq, map_smul, hT, smul_smul, ← AddChar.map_add_eq_mul,
      neg_add_cancel, AddChar.map_zero_eq_one, one_smul]
  have hp : (ZMod.stdAddChar (k : ZMod N) : ℂ)
      = Complex.exp (((2 * π * k / N : ℝ) : ℂ) * Complex.I) := by
    rw [ZMod.stdAddChar_coe]
    congr 1
    push_cast
    ring
  have hm : (ZMod.stdAddChar (-(k : ZMod N)) : ℂ)
      = Complex.exp (-((2 * π * k / N : ℝ) : ℂ) * Complex.I) := by
    rw [← Int.cast_neg, ZMod.stdAddChar_coe]
    congr 1
    push_cast
    ring
  simp only [angular, LinearMap.smul_apply, LinearMap.sub_apply, LinearEquiv.coe_coe]
  rw [hT, hS, hp, hm, ← sub_smul, smul_smul]
  congr 1
  rw [Complex.ofReal_sin, Complex.sin, one_div, mul_inv, Complex.inv_I]
  ring
```

## No coupling out of a set of waves

In the next theorem, `hψ` says that ψ lies in the linear span of the waves in S, and `hχ` says that χ is orthogonal to each of those waves. The conclusion is ⟨χ|Lψ⟩ = 0. The set S is arbitrary, and neither state has to be a single wave.

The proof is an induction over the span. A single wave is handled by its eigenvalue equation, while zero, sums and scalar multiples follow by linearity. Together they replace the sum Σ a_k φ_k of the derivation.

```lean
/-- If `ψ` is a combination of the waves in a set `S` and `χ` is orthogonal to all of them,
then `L` has no matrix element between `χ` and `ψ`. -/
theorem angular_no_coupling (S : Set (ZMod N)) {ψ χ : ZMod N → ℂ}
    (hψ : ψ ∈ Submodule.span ℂ (orbital '' S)) (hχ : ∀ k ∈ S, star χ ⬝ᵥ orbital k = 0) :
    star χ ⬝ᵥ angular N ψ = 0 := by
  induction hψ using Submodule.span_induction with
  | mem x hx =>
    obtain ⟨k, hk, rfl⟩ := hx
    obtain ⟨m, rfl⟩ := ZMod.intCast_surjective k
    rw [angular_orbital m, dotProduct_smul, hχ _ hk, smul_zero]
  | zero => rw [map_zero, dotProduct_zero]
  | add x y _ _ hx hy => rw [map_add, dotProduct_add, hx, hy, add_zero]
  | smul a x _ hx => rw [map_smul, dotProduct_smul, hx, smul_zero]
```

The closed shell of N = 4n + 2 is the case in which S consists of the classes of −n, …, n. The Lean code defines no Hamiltonian, so the hopping energies serve only to identify this S as the filled set. The theorem concerns one-electron matrix elements; electron repulsion, the magnetic field and the current density itself do not enter.

## Cosine and sine orbitals

The definitions through real and imaginary parts are now turned into combinations of waves. After φ_(−k) is replaced by the conjugate of φ_k, the two identities are z + z* = 2 Re z and z − z* = 2i Im z, applied site by site.

```lean
/-- The real orbitals are the sum and difference combinations of `φ_k` and `φ_(-k)`. -/
theorem real_orbitals_eq (k : ZMod N) :
    cosOrbital k = r₂ • (orbital k + orbital (-k)) ∧
    sinOrbital k = (-Complex.I * r₂) • (orbital k - orbital (-k)) := by
  rw [← conj_orbital]
  constructor <;> ext j
  · simp only [cosOrbital, Pi.smul_apply, Pi.add_apply, Pi.star_apply, Complex.star_def,
      smul_eq_mul, Complex.add_conj]
    push_cast
    ring
  · simp only [sinOrbital, Pi.smul_apply, Pi.sub_apply, Pi.star_apply, Complex.star_def,
      smul_eq_mul, Complex.sub_conj]
    push_cast
    linear_combination ((√2 : ℝ) : ℂ) * ((orbital k j).im : ℂ) * Complex.I_sq
```

The condition `hk : k ≠ -k` excludes k = 0 and, for even N, k = N/2. The proof expands each inner product into four products of waves. Orthonormality makes each of them 0 or 1, and `ha` supplies (1/√2)² = 1/2.

```lean
/-- If `k` and `-k` are different wave numbers on the ring, the cosine and sine orbitals
are orthonormal. -/
theorem real_orbitals_orthonormal (k : ZMod N) (hk : k ≠ -k) :
    star (cosOrbital k) ⬝ᵥ cosOrbital k = 1 ∧ star (sinOrbital k) ⬝ᵥ sinOrbital k = 1 ∧
    star (sinOrbital k) ⬝ᵥ cosOrbital k = 0 := by
  have h2 : √2 / 2 * (√2 / 2) = (1 / 2 : ℝ) := by
    linear_combination (1 / 4) * Real.mul_self_sqrt (show (0 : ℝ) ≤ 2 by norm_num)
  have ha : r₂ * r₂ = 1 / 2 := by
    rw [← Complex.ofReal_mul, h2]
    norm_num
  rw [(real_orbitals_eq k).1, (real_orbitals_eq k).2]
  refine ⟨?_, ?_, ?_⟩ <;>
    simp only [star_smul, star_add, star_sub, smul_dotProduct, dotProduct_smul, add_dotProduct,
      dotProduct_add, sub_dotProduct, dotProduct_sub, orbital_orthonormal, hk, hk.symm,
      ↓reduceIte, star_mul', star_neg, Complex.star_def, Complex.conj_I, Complex.conj_ofReal,
      smul_eq_mul]
  · linear_combination 2 * ha
  · linear_combination (-2 * r₂ ^ 2) * Complex.I_sq + 2 * ha
  · ring
```

The action of L on the cosine orbital uses the eigenvalue equation twice, at k and at −k. The hypothesis `e` holds the second one, with the sign of the sine already reversed. No condition on k is needed here, since both sides vanish when k = −k.

```lean
/-- `L` turns the cosine orbital into `i sin(2πk/N)` times the sine orbital. -/
theorem angular_cosOrbital (k : ℤ) : angular N (cosOrbital k) =
    (Complex.I * ((Real.sin (2 * π * k / N) : ℝ) : ℂ)) • sinOrbital (k : ZMod N) := by
  have e := angular_orbital (N := N) (-k)
  rw [show 2 * π * ((-k : ℤ) : ℝ) / N = -(2 * π * k / N) by push_cast; ring,
    Real.sin_neg, Complex.ofReal_neg, Int.cast_neg] at e
  rw [(real_orbitals_eq (k : ZMod N)).1, (real_orbitals_eq (k : ZMod N)).2, map_smul, map_add,
    angular_orbital k, e]
  ext j
  simp only [Pi.smul_apply, Pi.add_apply, Pi.sub_apply, smul_eq_mul]
  linear_combination r₂ * ((Real.sin (2 * π * k / N) : ℝ) : ℂ) *
    (orbital (k : ZMod N) j - orbital (-(k : ZMod N)) j) * Complex.I_sq
```

Taking the inner product with s_k gives a neighbouring result: whenever k ≠ −k, the coupling ⟨s_k|Lc_k⟩ is i sin(2πk/N). On a six-site ring, k = 1 gives modulus √3/2. There both orbitals belong to the closed shell |k| ≤ 1, so this coupling stays among filled orbitals.

## Unit coupling for N = 4n

The last theorem assumes only `hN : N = 4 * n`; that n ≥ 1 follows because the ring is not empty. The smallest case is the four-site ring with n = 1.

The step `hne` shows n ≠ −n through the divisibility argument above, and `hθ` evaluates the angle as π/2. The previous theorem then reduces the matrix element to i times the squared norm of the sine orbital, which is 1. The statement is about the modulus, which does not depend on the sign or phase chosen for either orbital.

```lean
/-- For `N = 4n` with `n ≥ 1`, `L` couples the cosine and sine orbitals of `k = n` with a
matrix element of modulus 1. -/
theorem open_shell (n : ℕ) (hN : N = 4 * n) :
    ‖star (sinOrbital (n : ZMod N)) ⬝ᵥ angular N (cosOrbital (n : ZMod N))‖ = 1 := by
  have hN0 : N ≠ 0 := NeZero.ne N
  have hn : 0 < n := by omega
  have hne : (n : ZMod N) ≠ -n := by
    intro h
    have h0 : ((2 * n : ℕ) : ZMod N) = 0 := by
      push_cast
      linear_combination h
    have hle := Nat.le_of_dvd (by omega) ((CharP.cast_eq_zero_iff (ZMod N) N (2 * n)).mp h0)
    omega
  -- the wave number `n` is a quarter turn per site
  have hθ : 2 * π * ((n : ℤ) : ℝ) / N = π / 2 := by
    have hNr : (N : ℝ) = 4 * n := by rw [hN]; push_cast; ring
    rw [hNr, Int.cast_natCast, div_eq_div_iff (by positivity) (by norm_num)]
    ring
  have e := angular_cosOrbital (N := N) (n : ℤ)
  rw [hθ, Real.sin_pi_div_two, Int.cast_natCast] at e
  rw [e, dotProduct_smul, (real_orbitals_orthonormal _ hne).2.1]
  simp

end

end RingCurrent
```

```lean
#print axioms RingCurrent.position_orbital
#print axioms RingCurrent.angular_no_coupling
#print axioms RingCurrent.real_orbitals_orthonormal
#print axioms RingCurrent.open_shell
```

```
'RingCurrent.position_orbital' depends on axioms: [propext, Classical.choice, Quot.sound]
'RingCurrent.angular_no_coupling' depends on axioms: [propext, Classical.choice, Quot.sound]
'RingCurrent.real_orbitals_orthonormal' depends on axioms: [propext, Classical.choice, Quot.sound]
'RingCurrent.open_shell' depends on axioms: [propext, Classical.choice, Quot.sound]
```
